# Conditions under which overlap leaves Hückel populations unchanged

**Q:** In ethylene, neighbouring p orbitals overlap appreciably, yet simple Hückel theory sets that overlap to zero. Including it shifts the π levels. Why should I trust the atomic charges computed without it?

**A:** For closed shells with a gap above the filled levels, the Mulliken charges are unchanged if one matrix A describes both coupling and overlap:

H = a + bA,  S = 1 + sA

Here a and b are the textbook α and β, s is the overlap per unit of A, and A is usually the neighbour matrix. We also assume b < 0 and b < as, so that a larger eigenvalue of A means a lower energy, both without overlap and with it.

In Lean 4 with Mathlib:

```lean
import Mathlib

open Matrix

namespace HuckelOverlapCharges

noncomputable section

variable {n : Type*} [Fintype n] [DecidableEq n]

/-- The Hückel Hamiltonian `a + b A` built on the matrix `A`. -/
def hamiltonian (a b : ℝ) (A : Matrix n n ℝ) : Matrix n n ℝ := a • 1 + b • A

/-- The overlap matrix `1 + s A`. -/
def overlap (s : ℝ) (A : Matrix n n ℝ) : Matrix n n ℝ := 1 + s • A
```

**Q:** What counts as a set of orbitals, and what as a charge?

**A:** The orbitals are the columns of a square matrix C, with energies E, satisfying

CᵀSC = 1,  HC = SC diag(E)

Degenerate levels are allowed. With D the diagonal matrix of occupations 2 or 0, the density is P = CDCᵀ. An atom is a set of basis functions, and its Mulliken gross population sums (PS)μμ over them. The charge is the core charge minus this number.

```lean
/-- The columns of `C` are a complete set of orbitals with energies `E`: they are orthonormal
with respect to the overlap `S` and solve `H C = S C E`. -/
structure IsOrbitals (H S C : Matrix n n ℝ) (E : n → ℝ) : Prop where
  orthonormal : Cᵀ * S * C = 1
  eigen : H * C = S * C * diagonal E

/-- Two electrons in each orbital of the set `o`, none in the others. -/
def occupation (o : Finset n) : Matrix n n ℝ := diagonal fun j => if j ∈ o then 2 else 0

/-- The density matrix of the orbitals `C` with the set `o` doubly occupied. -/
def density (C : Matrix n n ℝ) (o : Finset n) : Matrix n n ℝ := C * occupation o * Cᵀ

/-- The Mulliken gross population of an atom, given as the set of its basis functions. -/
def grossPopulation (P S : Matrix n n ℝ) (atom : Finset n) : ℝ := ∑ μ ∈ atom, (P * S) μ μ
```

**Q:** Overlap changes the eigenvalue problem. Why would the orbitals be related at all?

**A:** For one column c, the equation rearranges to

(b − sE)Ac = (E − a)c

If b − sE were zero, then E = a since c ≠ 0, hence b = as, which is excluded. So Ac = xc for some x. Normalisation gives 1 = cᵀSc = (1 + sx)cᵀc, so 1 + sx > 0 and

E = (a + bx)/(1 + sx)

`affine_mul` carries eigenvectors of A over to H and S; `orbitals_diagonalise` does the rest, entry by entry.

```lean
/-- If the columns of `C` are eigenvectors of `A`, they are eigenvectors of `p + q A`. -/
theorem affine_mul {A C : Matrix n n ℝ} {x : n → ℝ} (p q : ℝ) (h : A * C = C * diagonal x) :
    (p • 1 + q • A) * C = C * diagonal (fun j => p + q * x j) := by
  rw [add_mul, Matrix.smul_mul, Matrix.smul_mul, h, Matrix.one_mul]
  ext i j
  simp only [Matrix.add_apply, Matrix.smul_apply, Matrix.mul_diagonal, smul_eq_mul]
  ring

/-- If `b ≠ a s`, every orbital of the problem with overlap is an eigenvector of `A`, and its
energy is `(a + b x) / (1 + s x)` with `1 + s x` positive, `x` being the eigenvalue. -/
theorem orbitals_diagonalise {A C : Matrix n n ℝ} {E : n → ℝ} {a b s : ℝ}
    (h : IsOrbitals (hamiltonian a b A) (overlap s A) C E) (hne : b ≠ a * s) :
    ∃ x : n → ℝ, A * C = C * diagonal x ∧
      ∀ j, 0 < 1 + s * x j ∧ E j = (a + b * x j) / (1 + s * x j) := by
  have entry : ∀ i j, (b - s * E j) * (A * C) i j = (E j - a) * C i j := by
    intro i j
    have e := congrFun (congrFun h.eigen i) j
    simp only [hamiltonian, overlap, add_mul, Matrix.one_mul, Matrix.smul_mul,
      Matrix.mul_diagonal, Matrix.add_apply, Matrix.smul_apply, smul_eq_mul] at e
    linear_combination e
  have den : ∀ j, b - s * E j ≠ 0 := by
    intro j hj
    have hE : E j ≠ a := by
      intro hE
      apply hne
      rw [hE] at hj
      linarith
    have hC : ∀ i, C i j = 0 := fun i => by
      have e := entry i j
      rw [hj, zero_mul] at e
      exact (mul_eq_zero.1 e.symm).resolve_left (sub_ne_zero.2 hE)
    have o := congrFun (congrFun h.orthonormal j) j
    rw [Matrix.mul_apply] at o
    simp [hC] at o
  obtain ⟨x, hx, hA⟩ : ∃ x : n → ℝ, (∀ j, x j * (b - s * E j) = E j - a) ∧
      A * C = C * diagonal x := by
    refine ⟨fun j => (E j - a) / (b - s * E j), fun j => div_mul_cancel₀ _ (den j), ?_⟩
    ext i j
    rw [Matrix.mul_diagonal, mul_div_assoc', eq_div_iff (den j)]
    linear_combination entry i j
  refine ⟨x, hA, fun j => ?_⟩
  -- the normalisation of the orbital makes `1 + s x` positive
  have pos : 0 < 1 + s * x j := by
    have o := congrFun (congrFun h.orthonormal j) j
    have hS := affine_mul 1 s hA
    rw [one_smul] at hS
    rw [overlap, Matrix.mul_assoc, hS, ← Matrix.mul_assoc, Matrix.mul_diagonal,
      Matrix.mul_apply, Matrix.one_apply_eq] at o
    have q : 0 ≤ ∑ i, Cᵀ j i * C i j := Finset.sum_nonneg fun i _ => mul_self_nonneg (C i j)
    by_contra hn
    nlinarith [mul_nonneg q (neg_nonneg.2 (not_lt.1 hn))]
  refine ⟨pos, ?_⟩
  rw [eq_div_iff pos.ne']
  linear_combination -(hx j)
```

**Q:** Could the denominator reorder the levels?

**A:** No. For two eigenvalues x and y,

E(x) − E(y) = (b − as)(x − y)/((1 + sx)(1 + sy))

so the larger eigenvalue has the lower energy. The proof clears the positive denominators and leaves the sign of the product to `nlinarith`.

```lean
/-- For `b < a s` and positive `1 + s x`, `1 + s y`, the value `(a + b x) / (1 + s x)` is less than
`(a + b y) / (1 + s y)` exactly when `y < x`. -/
theorem energy_lt_iff {a b s x y : ℝ} (h : b < a * s) (hx : 0 < 1 + s * x)
    (hy : 0 < 1 + s * y) :
    (a + b * x) / (1 + s * x) < (a + b * y) / (1 + s * y) ↔ y < x := by
  rw [div_lt_div_iff₀ hx hy]
  constructor
  · intro hl
    by_contra hn
    nlinarith [mul_nonneg (sub_pos.2 h).le (sub_nonneg.2 (not_lt.1 hn))]
  · intro hl
    nlinarith [mul_pos (sub_pos.2 h) (sub_pos.2 hl)]
```

**Q:** Do such orbitals exist, or are you assuming them?

**A:** They exist for symmetric A and positive definite S. Take orthonormal eigenvectors u of A; then uᵀSu = 1 + sx > 0, and dividing u by √(1 + sx) normalises it with overlap.

```lean
/-- For symmetric `A` and positive definite overlap `1 + s A`, a complete set of orbitals
exists. -/
theorem exists_orbitals {A : Matrix n n ℝ} (a b : ℝ) {s : ℝ} (hA : Aᵀ = A)
    (hS : ∀ v : n → ℝ, v ≠ 0 → 0 < v ⬝ᵥ (overlap s A *ᵥ v)) :
    ∃ C E, IsOrbitals (hamiltonian a b A) (overlap s A) C E := by
  have hH : A.IsHermitian := by
    rw [Matrix.IsHermitian, Matrix.conjTranspose_eq_transpose_of_trivial]
    exact hA
  obtain ⟨U, x, hU, hx⟩ : ∃ (U : Matrix n n ℝ) (x : n → ℝ),
      Uᵀ * U = 1 ∧ A * U = U * diagonal x := by
    refine ⟨(hH.eigenvectorUnitary : Matrix n n ℝ), hH.eigenvalues, ?_, ?_⟩
    · have u := Matrix.mem_unitaryGroup_iff'.1 hH.eigenvectorUnitary.2
      rwa [Matrix.star_eq_conjTranspose, Matrix.conjTranspose_eq_transpose_of_trivial] at u
    · ext i j
      have e := congrFun (hH.mulVec_eigenvectorBasis j) i
      rw [Matrix.mul_diagonal, mul_comm]
      exact e
  have hSU : overlap s A * U = U * diagonal (fun j => 1 + s * x j) := by
    have e := affine_mul 1 s hx
    rw [one_smul] at e
    exact e
  have pos : ∀ j, 0 < 1 + s * x j := by
    intro j
    have hv : (fun i => U i j) ≠ 0 := by
      intro h0
      have hz : ∀ i, U i j = 0 := congrFun h0
      have o := congrFun (congrFun hU j) j
      rw [Matrix.mul_apply] at o
      simp [hz] at o
    have p : 0 < (Uᵀ * (overlap s A * U)) j j := hS (fun i => U i j) hv
    rwa [hSU, ← Matrix.mul_assoc, hU, Matrix.one_mul, Matrix.diagonal_apply_eq] at p
  -- rescale each eigenvector of `A` to unit norm in the overlap metric
  refine ⟨U * diagonal (fun j => (√(1 + s * x j))⁻¹),
    fun j => (a + b * x j) / (1 + s * x j), ?_, ?_⟩
  · rw [Matrix.transpose_mul, Matrix.diagonal_transpose, Matrix.mul_assoc, Matrix.mul_assoc,
      ← Matrix.mul_assoc (overlap s A), hSU, Matrix.mul_assoc U, ← Matrix.mul_assoc Uᵀ, hU,
      Matrix.one_mul, Matrix.diagonal_mul_diagonal, Matrix.diagonal_mul_diagonal,
      ← Matrix.diagonal_one]
    congr 1
    ext j
    have r := Real.mul_self_sqrt (pos j).le
    have r0 := (Real.sqrt_pos.2 (pos j)).ne'
    calc (√(1 + s * x j))⁻¹ * ((1 + s * x j) * (√(1 + s * x j))⁻¹)
        = (1 + s * x j) * (√(1 + s * x j) * √(1 + s * x j))⁻¹ := by rw [mul_inv]; ring
      _ = 1 := by rw [r, mul_inv_cancel₀ (pos j).ne']
  · rw [← Matrix.mul_assoc, ← Matrix.mul_assoc, hSU, hamiltonian, affine_mul a b hx]
    ext i j
    simp only [Matrix.mul_diagonal]
    have p := (pos j).ne'
    calc U i j * (a + b * x j) * (√(1 + s * x j))⁻¹
        = U i j * (√(1 + s * x j))⁻¹ * (a + b * x j) := by ring
      _ = U i j * (√(1 + s * x j))⁻¹ *
          ((1 + s * x j) * ((a + b * x j) / (1 + s * x j))) := by rw [mul_div_cancel₀ _ p]
      _ = _ := by ring
```

**Q:** With degeneracies, you can't match orbitals one by one. How do you compare the filled sets?

**A:** By weights. Let C₀, E₀, D₀ and P₀ belong to S = 1, with eigenvalues yᵢ of A, and let xⱼ belong to C. Define

W = C₀ᵀC,  G = diag(1 + sxⱼ),  wᵢⱼ = Wᵢⱼ²(1 + sxⱼ)

Since SC = CG, we have CᵀCG = 1 and CGCᵀ = 1. Hence WGWᵀ = 1 and WᵀWG = 1, whose diagonals say that every row and column of w sums to one. Let `o₀` and `o` be the filled sets, of equal size. Subtracting the filled-to-filled weight from that size in two ways shows that the weight from `o₀` to outside `o` equals the weight from outside `o₀` to `o`.

```lean
/-- If all rows and columns of `w` sum to one and `o₀`, `o` have equal size, the weight from
`o₀` to outside `o` equals the weight from outside `o₀` to `o`. -/
theorem transfer_balance (w : n → n → ℝ) (rows : ∀ i, ∑ j, w i j = 1)
    (cols : ∀ j, ∑ i, w i j = 1) {o₀ o : Finset n} (hc : o₀.card = o.card) :
    ∑ i ∈ o₀, ∑ j ∈ oᶜ, w i j = ∑ i ∈ o₀ᶜ, ∑ j ∈ o, w i j := by
  have r : ∑ i ∈ o₀, (∑ j ∈ o, w i j + ∑ j ∈ oᶜ, w i j) = o₀.card := by
    simp only [Finset.sum_add_sum_compl, rows, Finset.sum_const, nsmul_eq_mul, mul_one]
  have c : ∑ i ∈ o₀, ∑ j ∈ o, w i j + ∑ i ∈ o₀ᶜ, ∑ j ∈ o, w i j = o.card := by
    rw [Finset.sum_add_sum_compl, Finset.sum_comm]
    simp [cols]
  rw [Finset.sum_add_distrib, hc] at r
  linarith
```

**Q:** Equal is not zero.

**A:** The energy order makes it zero. From yᵢWᵢⱼ = Wᵢⱼxⱼ, a nonzero weight requires yᵢ = xⱼ. Were both totals nonzero, there would be i in `o₀`, j outside `o`, k outside `o₀` and l in `o` with yᵢ = xⱼ and yₖ = xₗ. The hypothesis `gap` gives yᵢ > yₖ, so xⱼ > xₗ and Eⱼ < Eₗ, contradicting `lowest`. So one total is zero, and the other equals it. The weights are nonnegative, so each weight in these two totals vanishes and D₀W = WD. With CᵀS = GCᵀ,

PS = CDGCᵀ = C₀WDGCᵀ = C₀D₀WGCᵀ = C₀D₀C₀ᵀ = P₀

The final `calc` is this chain.

```lean
/-- Let `b < 0` and `b < a s`, and fill equally many lowest orbitals with and without overlap, with
a gap above the filled ones in the problem without overlap. Then, for the Hamiltonian `a + b A` and
the overlap matrix `1 + s A`, the density matrix times the overlap matrix equals the density matrix
found without overlap. -/
theorem density_mul_overlap {A C C₀ : Matrix n n ℝ} {E E₀ : n → ℝ} {a b s : ℝ}
    {o o₀ : Finset n} (hb : b < 0) (hs : b < a * s)
    (h : IsOrbitals (hamiltonian a b A) (overlap s A) C E)
    (h₀ : IsOrbitals (hamiltonian a b A) 1 C₀ E₀) (hcard : o₀.card = o.card)
    (lowest : ∀ i ∈ o, ∀ j ∉ o, E i ≤ E j) (gap : ∀ i ∈ o₀, ∀ j ∉ o₀, E₀ i < E₀ j) :
    density C o * overlap s A = density C₀ o₀ := by
  have hb' : b < a * 0 := by rwa [mul_zero]
  have h₀' : IsOrbitals (hamiltonian a b A) (overlap 0 A) C₀ E₀ := by
    simpa [overlap] using h₀
  obtain ⟨x, hx, hE⟩ := orbitals_diagonalise h hs.ne
  obtain ⟨y, hy, hF⟩ := orbitals_diagonalise h₀' hb'.ne
  have hU : C₀ᵀ * C₀ = 1 := by simpa using h₀.orthonormal
  have hU' : C₀ * C₀ᵀ = 1 := mul_eq_one_comm.1 hU
  obtain ⟨G, hG⟩ : ∃ G : Matrix n n ℝ, G = diagonal (fun j => 1 + s * x j) := ⟨_, rfl⟩
  have hSC : overlap s A * C = C * G := by
    have e := affine_mul 1 s hx
    rw [one_smul] at e
    rw [hG]
    exact e
  have hCG : Cᵀ * (C * G) = 1 := by
    rw [← hSC, ← Matrix.mul_assoc]
    exact h.orthonormal
  have hGC : C * (G * Cᵀ) = 1 := by
    rw [← Matrix.mul_assoc]
    exact mul_eq_one_comm.1 hCG
  obtain ⟨W, hW⟩ : ∃ W : Matrix n n ℝ, W = C₀ᵀ * C := ⟨_, rfl⟩
  -- orbitals of the two problems overlap only if they share the eigenvalue of `A`
  have hyl : C₀ᵀ * A = diagonal y * C₀ᵀ := by
    calc C₀ᵀ * A = C₀ᵀ * (A * (C₀ * C₀ᵀ)) := by rw [hU', Matrix.mul_one]
      _ = C₀ᵀ * (A * C₀) * C₀ᵀ := by simp only [Matrix.mul_assoc]
      _ = diagonal y * C₀ᵀ := by rw [hy, ← Matrix.mul_assoc, hU, Matrix.one_mul]
  have hWx : diagonal y * W = W * diagonal x := by
    calc diagonal y * W = C₀ᵀ * A * C := by rw [hW, hyl, Matrix.mul_assoc]
      _ = C₀ᵀ * (A * C) := Matrix.mul_assoc _ _ _
      _ = W * diagonal x := by rw [hx, hW, Matrix.mul_assoc]
  have level : ∀ i j, W i j ^ 2 * (1 + s * x j) ≠ 0 → y i = x j := by
    intro i j hne
    have w0 : W i j ≠ 0 := fun hz => hne (by rw [hz]; ring)
    have e := congrFun (congrFun hWx i) j
    rw [Matrix.diagonal_mul, Matrix.mul_diagonal] at e
    exact mul_right_cancel₀ w0 (e.trans (mul_comm _ _))
  -- the squared overlaps, weighted by `1 + s x`, have unit row and column sums
  have rows : ∀ i, ∑ j, W i j ^ 2 * (1 + s * x j) = 1 := by
    intro i
    have r : W * G * Wᵀ = 1 := by
      calc W * G * Wᵀ = C₀ᵀ * (C * (G * Cᵀ)) * C₀ := by
            rw [hW, Matrix.transpose_mul, Matrix.transpose_transpose]
            simp only [Matrix.mul_assoc]
        _ = 1 := by rw [hGC, Matrix.mul_one, hU]
    have e := congrFun (congrFun r i) i
    rw [hG, Matrix.mul_apply, Matrix.one_apply_eq] at e
    refine Eq.trans (Finset.sum_congr rfl fun j _ => ?_) e
    rw [Matrix.mul_diagonal, Matrix.transpose_apply]
    ring
  have cols : ∀ j, ∑ i, W i j ^ 2 * (1 + s * x j) = 1 := by
    intro j
    have c : Wᵀ * (W * G) = 1 := by
      calc Wᵀ * (W * G) = Cᵀ * ((C₀ * C₀ᵀ) * (C * G)) := by
            rw [hW, Matrix.transpose_mul, Matrix.transpose_transpose]
            simp only [Matrix.mul_assoc]
        _ = 1 := by rw [hU', Matrix.one_mul, hCG]
    have e := congrFun (congrFun c j) j
    rw [hG, Matrix.mul_apply, Matrix.one_apply_eq] at e
    refine Eq.trans (Finset.sum_congr rfl fun i _ => ?_) e
    rw [Matrix.mul_diagonal, Matrix.transpose_apply]
    ring
  have bal : ∑ i ∈ o₀, ∑ j ∈ oᶜ, W i j ^ 2 * (1 + s * x j) =
      ∑ i ∈ o₀ᶜ, ∑ j ∈ o, W i j ^ 2 * (1 + s * x j) :=
    transfer_balance (fun i j => W i j ^ 2 * (1 + s * x j)) rows cols hcard
  -- weight in both directions would contradict the order of the levels
  have none : ∑ i ∈ o₀, ∑ j ∈ oᶜ, W i j ^ 2 * (1 + s * x j) = 0 := by
    by_contra hne
    obtain ⟨i, hi, h1⟩ := Finset.exists_ne_zero_of_sum_ne_zero hne
    obtain ⟨j, hj, h2⟩ := Finset.exists_ne_zero_of_sum_ne_zero h1
    rw [bal] at hne
    obtain ⟨k, hk, h3⟩ := Finset.exists_ne_zero_of_sum_ne_zero hne
    obtain ⟨l, hl, h4⟩ := Finset.exists_ne_zero_of_sum_ne_zero h3
    have g := gap i hi k (Finset.mem_compl.1 hk)
    rw [(hF i).2, (hF k).2, energy_lt_iff hb' (hF i).1 (hF k).1, level i j h2,
      level k l h4] at g
    have g' := (energy_lt_iff hs (hE j).1 (hE l).1).2 g
    rw [← (hE j).2, ← (hE l).2] at g'
    exact not_le_of_gt g' (lowest l hl j (Finset.mem_compl.1 hj))
  have zero : ∀ p q : Finset n, ∑ i ∈ p, ∑ j ∈ q, W i j ^ 2 * (1 + s * x j) = 0 →
      ∀ i ∈ p, ∀ j ∈ q, W i j = 0 := by
    intro p q hz i hi j hj
    have hw : ∀ i j, 0 ≤ W i j ^ 2 * (1 + s * x j) :=
      fun i j => mul_nonneg (sq_nonneg _) (hE j).1.le
    have h1 := (Finset.sum_eq_zero_iff_of_nonneg
      (fun i _ => Finset.sum_nonneg fun j _ => hw i j)).1 hz i hi
    have h2 := (Finset.sum_eq_zero_iff_of_nonneg (fun j _ => hw i j)).1 h1 j hj
    exact (pow_eq_zero_iff two_ne_zero).1 ((mul_eq_zero.1 h2).resolve_right (hE j).1.ne')
  have comm : occupation o₀ * W = W * occupation o := by
    ext i j
    rw [occupation, occupation, Matrix.diagonal_mul, Matrix.mul_diagonal]
    by_cases hi : i ∈ o₀ <;> by_cases hj : j ∈ o
    · simp [hi, hj, mul_comm]
    · simp [zero _ _ none i hi j (Finset.mem_compl.2 hj)]
    · simp [zero _ _ (bal.symm.trans none) i (Finset.mem_compl.2 hi) j hj]
    · simp [hi, hj]
  have hCS : Cᵀ * overlap s A = G * Cᵀ := by
    calc Cᵀ * overlap s A = Cᵀ * overlap s A * (C * (G * Cᵀ)) := by rw [hGC, Matrix.mul_one]
      _ = Cᵀ * overlap s A * C * (G * Cᵀ) := by simp only [Matrix.mul_assoc]
      _ = G * Cᵀ := by rw [h.orthonormal, Matrix.one_mul]
  -- the normalisation factors cancel between density and overlap
  calc density C o * overlap s A = C * occupation o * (G * Cᵀ) := by
        rw [density, Matrix.mul_assoc (C * occupation o), hCS]
    _ = (C₀ * C₀ᵀ) * C * occupation o * (G * Cᵀ) := by rw [hU', Matrix.one_mul]
    _ = C₀ * (W * occupation o) * (G * Cᵀ) := by rw [hW]; simp only [Matrix.mul_assoc]
    _ = C₀ * occupation o₀ * C₀ᵀ * (C * (G * Cᵀ)) := by
        rw [← comm, hW]; simp only [Matrix.mul_assoc]
    _ = density C₀ o₀ := by rw [hGC, Matrix.mul_one, density]
```

**Q:** And the populations?

**A:** They are sums of diagonal entries of equal matrices.

```lean
/-- Let `b < 0` and `b < a s`, and fill equally many lowest orbitals with and without overlap, with
a gap above the filled ones in the problem without overlap. Then, for the Hamiltonian `a + b A` and
the overlap matrix `1 + s A`, every atom has the same Mulliken gross population with and without
overlap. -/
theorem grossPopulation_eq {A C C₀ : Matrix n n ℝ} {E E₀ : n → ℝ} {a b s : ℝ}
    {o o₀ : Finset n} (hb : b < 0) (hs : b < a * s)
    (h : IsOrbitals (hamiltonian a b A) (overlap s A) C E)
    (h₀ : IsOrbitals (hamiltonian a b A) 1 C₀ E₀) (hcard : o₀.card = o.card)
    (lowest : ∀ i ∈ o, ∀ j ∉ o, E i ≤ E j) (gap : ∀ i ∈ o₀, ∀ j ∉ o₀, E₀ i < E₀ j)
    (atom : Finset n) :
    grossPopulation (density C o) (overlap s A) atom =
      grossPopulation (density C₀ o₀) 1 atom := by
  rw [grossPopulation, grossPopulation, Matrix.mul_one,
    density_mul_overlap hb hs h h₀ hcard lowest gap]
```

**Q:** Does this settle real molecules?

**A:** Only if their H and S share one A, which the theorem assumes. With s ≠ 0 and unit self-overlap, A has a zero diagonal, so every site energy must equal a; this leaves out heteroatoms with their own α. Within this finite, non-interacting, closed-shell model, and under the theorem's hypotheses, adding overlap to a simple Hückel calculation can't alter the gross populations. The gap is one of those hypotheses, and it matters: in square cyclobutadiene, the last two electrons can fill any one orbital of the degenerate nonbonding pair, and the populations can differ if the calculations with and without overlap make different choices.

**Q:** Show me energies that do move.

**A:** Take two centres with a = b = −1 and s = 7/25. The bonding level is −25/16 with overlap and −2 without; the antibonding level is 0 in both, but only because a = b here. Filling the bonding orbital gives each atom one electron either way.

```lean
/-- Two equivalent centres with `a = b = -1` and `s = 7/25`: the orbital energies are `-25/16`
and `0` with overlap, `-2` and `0` without. -/
theorem ethylene_witness :
    IsOrbitals (hamiltonian (-1) (-1) !![0, 1; 1, 0]) (overlap (7 / 25) !![0, 1; 1, 0])
      !![5 / 8, 5 / 6; 5 / 8, -5 / 6] ![-25 / 16, 0] ∧
    IsOrbitals (hamiltonian (-1) (-1) !![0, 1; 1, 0]) 1
      !![(√2)⁻¹, (√2)⁻¹; (√2)⁻¹, -(√2)⁻¹] ![-2, 0] := by
  have hr : (√2)⁻¹ * (√2)⁻¹ = (1 / 2 : ℝ) := by
    rw [← mul_inv, Real.mul_self_sqrt (by norm_num)]
    norm_num
  generalize (√2)⁻¹ = r at hr ⊢
  refine ⟨⟨?_, ?_⟩, ⟨?_, ?_⟩⟩
  · ext i j
    fin_cases i <;> fin_cases j <;>
      norm_num [overlap, Matrix.mul_apply, Fin.sum_univ_two, Matrix.one_apply]
  · ext i j
    fin_cases i <;> fin_cases j <;>
      norm_num [hamiltonian, overlap, Matrix.mul_apply, Fin.sum_univ_two, Matrix.one_apply,
        Matrix.diagonal_apply]
  · ext i j
    fin_cases i <;> fin_cases j <;>
      simp [Matrix.mul_apply, Fin.sum_univ_two] <;> linarith
  · ext i j
    fin_cases i <;> fin_cases j <;>
      simp [hamiltonian, Matrix.mul_apply, Fin.sum_univ_two, Matrix.one_apply,
        Matrix.diagonal_apply] <;> ring

end

end HuckelOverlapCharges
```

```lean
#print axioms HuckelOverlapCharges.exists_orbitals
#print axioms HuckelOverlapCharges.grossPopulation_eq
```

```
'HuckelOverlapCharges.exists_orbitals' depends on axioms: [propext, Classical.choice, Quot.sound]
'HuckelOverlapCharges.grossPopulation_eq' depends on axioms: [propext, Classical.choice, Quot.sound]
```
